# Vzz and the asymmetry parameter fix the principal values of a nonzero electric field gradient

Two groups study the same quadrupolar nucleus and agree that the principal values of the electric field gradient are −1, −3 and 4 in some common unit. Both report the asymmetry parameter

η = (Vxx − Vyy)/Vzz.

The first group labels the values x, y, z in the order given and finds η = 1/2. The second puts z on −1, x on 4 and y on −3, and finds η = −7. Nothing is wrong with either division, yet the two reports seem to describe different sites. A reader who is given only Vzz and η also needs to know whether the pair describes a possible tensor, and how to recover the two values left out.

A labelling rule and the zero trace settle these questions for every nonzero field gradient. This matters when quadrupole parameters from a spectrum are compared with those from an electronic-structure calculation, provided that both describe a single static tensor at one nucleus.

## The tensor, its labels and the spin Hamiltonian

The field gradient is the tensor of second derivatives of the electrostatic potential at the nucleus. It has zero trace because the potential of the external charges obeys Laplace's equation. Electron density at the nucleus itself adds an isotropic part, which does not orient the nuclear spin and is left out by convention.

```lean
import Mathlib

open Matrix

namespace FieldGradientAsymmetry

noncomputable section
```

The principal values are three real numbers. `IsPrincipal` collects four conditions on them: zero sum, the two inequalities |Vxx| ≤ |Vyy| and |Vyy| ≤ |Vzz|, and Vzz ≠ 0. Given the ordering, the last condition says that the tensor is not zero. Some authors exchange the labels x and y. The formula above then changes sign, unless its numerator is reversed as well.

```lean
/-- Principal values of a nonzero electric field gradient: they sum to zero and are
labelled in order of increasing magnitude, with `Vzz` nonzero. -/
structure IsPrincipal (Vxx Vyy Vzz : ℝ) : Prop where
  traceless : Vxx + Vyy + Vzz = 0
  xx_le_yy : |Vxx| ≤ |Vyy|
  yy_le_zz : |Vyy| ≤ |Vzz|
  zz_ne_zero : Vzz ≠ 0
```

The function `asymmetry` is η. It accepts any three reals, and every theorem below that involves it assumes Vzz ≠ 0.

```lean
/-- The asymmetry parameter `η = (Vxx - Vyy) / Vzz`, meant for `Vzz ≠ 0`. -/
def asymmetry (Vxx Vyy Vzz : ℝ) : ℝ := (Vxx - Vyy) / Vzz
```

In a laboratory frame the tensor is V = R D Rᵀ, where D is the diagonal matrix of the principal values and the columns of R are the principal axes. This is `labTensor`. The definition starts from the principal values. A measured or computed tensor arrives as a symmetric 3 × 3 matrix, and the step from there to ordered principal values, by diagonalising and sorting, is taken for granted here.

```lean
/-- The matrix `R D Rᵀ`, with `D` the diagonal matrix of the principal values. For orthogonal `R` it
is the field gradient tensor in a laboratory frame. -/
def labTensor (R : Matrix (Fin 3) (Fin 3) ℝ) (Vxx Vyy Vzz : ℝ) :
    Matrix (Fin 3) (Fin 3) ℝ :=
  R * diagonal ![Vxx, Vyy, Vzz] * Rᵀ
```

The quadrupole Hamiltonian in the principal axes is c(Vxx Ix² + Vyy Iy² + Vzz Iz²). For a nucleus with spin quantum number I ≥ 1 and quadrupole moment Q, the prefactor c stands for eQ/(2I(2I − 1)), with e the elementary charge and dimensionless spin operators. In Lean, c is any real number and `Ix`, `Iy`, `Iz` are any square complex matrices of one finite size. No commutation relations are imposed on them.

```lean
/-- The quadrupole Hamiltonian in the principal axes, with coupling prefactor `c` and
matrices `Ix`, `Iy`, `Iz` for the spin components. -/
def quadrupoleHamiltonian {n : Type*} [Fintype n] [DecidableEq n]
    (c Vxx Vyy Vzz : ℝ) (Ix Iy Iz : Matrix n n ℂ) : Matrix n n ℂ :=
  c • (Vxx • Ix ^ 2 + Vyy • Iy ^ 2 + Vzz • Iz ^ 2)
```

## (a) Recovering the two values left out

Assume only that the trace is zero and Vzz ≠ 0. Show that

Vxx = −(1 − η)Vzz/2,

Vyy = −(1 + η)Vzz/2.

The definition of η gives the difference of the unknowns, and the zero trace gives their sum:

Vxx − Vyy = ηVzz,

Vxx + Vyy = −Vzz.

Adding the two equations gives 2Vxx = −(1 − η)Vzz. Subtracting the first from the second gives 2Vyy = −(1 + η)Vzz. Halving finishes the task.

In `principal_values`, the fact `h` is the first equation, with the division cleared, and `h0` is the zero trace. The two `linear_combination` lines are half the sum and half the difference.

```lean
/-- For a traceless field gradient with `Vzz ≠ 0`, the two other principal values are
fixed by `Vzz` and the asymmetry parameter. -/
theorem principal_values {Vxx Vyy Vzz : ℝ} (h0 : Vxx + Vyy + Vzz = 0) (hz : Vzz ≠ 0) :
    Vxx = -(1 - asymmetry Vxx Vyy Vzz) * Vzz / 2 ∧
      Vyy = -(1 + asymmetry Vxx Vyy Vzz) * Vzz / 2 := by
  have h : asymmetry Vxx Vyy Vzz * Vzz = Vxx - Vyy := div_mul_cancel₀ _ hz
  constructor
  · linear_combination h0 / 2 - h / 2
  · linear_combination h0 / 2 + h / 2
```

## (b) A bound without division

Now assume the zero trace and the ordering, but allow Vzz = 0. Show that

0 ≤ (Vxx − Vyy)Vzz ≤ Vzz².

Since Vzz = −(Vxx + Vyy), the product is a difference of squares:

(Vxx − Vyy)Vzz = −(Vxx − Vyy)(Vxx + Vyy) = Vyy² − Vxx².

The ordering |Vxx| ≤ |Vyy| makes this nonnegative. For the upper bound, drop −Vxx² and use |Vyy| ≤ |Vzz|:

Vyy² − Vxx² ≤ Vyy² ≤ Vzz².

Lean first turns the two orderings into inequalities between squares, `h1` and `h2`. The lower bound then uses the identity above, named `e`. For the upper bound Lean eliminates Vyy = −Vxx − Vzz instead. The inequality Vyy² ≤ Vzz² becomes Vxx² + 2VxxVzz ≤ 0, while the product becomes 2VxxVzz + Vzz². It is therefore at most Vzz² − Vxx², and `nlinarith` finishes with Vxx² ≥ 0.

```lean
/-- For traceless principal values ordered by magnitude, the product
`(Vxx - Vyy) Vzz` lies between zero and `Vzz²`. -/
theorem anisotropy_bounds {Vxx Vyy Vzz : ℝ} (h0 : Vxx + Vyy + Vzz = 0)
    (hxy : |Vxx| ≤ |Vyy|) (hyz : |Vyy| ≤ |Vzz|) :
    0 ≤ (Vxx - Vyy) * Vzz ∧ (Vxx - Vyy) * Vzz ≤ Vzz ^ 2 := by
  have h1 : Vxx ^ 2 ≤ Vyy ^ 2 := sq_le_sq.mpr hxy
  have h2 : Vyy ^ 2 ≤ Vzz ^ 2 := sq_le_sq.mpr hyz
  -- the zero trace eliminates one principal value
  constructor
  · have e : (Vxx - Vyy) * Vzz = Vyy ^ 2 - Vxx ^ 2 := by
      linear_combination (Vxx - Vyy) * h0
    linarith
  · have hy : Vyy = -Vxx - Vzz := by linarith
    subst hy
    nlinarith [sq_nonneg Vxx]
```

## (c) The range of η and its upper end

Let the principal values satisfy all four conditions of `IsPrincipal`. Show that

0 ≤ η ≤ 1,

that the formulas of (a) hold, and that

η = 1 if and only if Vxx = 0.

Multiply numerator and denominator of η by Vzz:

η = (Vxx − Vyy)Vzz/Vzz².

The denominator is now positive whatever the sign of Vzz, so dividing the bounds of (b) by it gives 0 ≤ η ≤ 1. The formulas are those of (a). If η = 1, the first of them gives Vxx = 0. If Vxx = 0, it gives (1 − η)Vzz = 0, and Vzz ≠ 0 leaves η = 1.

At this upper end the principal values are 0, −Vzz and Vzz. The two larger magnitudes are equal, so the ordering no longer decides which axis is z, and the sign of Vzz becomes a matter of choice.

In `asymmetry_main`, membership in `Set.Icc (0 : ℝ) 1` means lying in the closed interval from 0 to 1. The step `e` extends the fraction, and `div_nonneg` and `div_le_one` carry out the division. The last two bullets are the two directions of the equivalence.

The value −7 from the opening is thus recognisable at once as the product of a labelling that breaks the ordering.

```lean
/-- For a nonzero field gradient with the standard ordering of axes, `η` lies between
0 and 1, it fixes `Vxx` and `Vyy` in units of `Vzz`, and it equals 1 exactly when
`Vxx` vanishes. -/
theorem asymmetry_main {Vxx Vyy Vzz : ℝ} (h : IsPrincipal Vxx Vyy Vzz) :
    asymmetry Vxx Vyy Vzz ∈ Set.Icc (0 : ℝ) 1 ∧
      Vxx = -(1 - asymmetry Vxx Vyy Vzz) * Vzz / 2 ∧
      Vyy = -(1 + asymmetry Vxx Vyy Vzz) * Vzz / 2 ∧
      (asymmetry Vxx Vyy Vzz = 1 ↔ Vxx = 0) := by
  have hz := h.zz_ne_zero
  obtain ⟨hx, hy⟩ := principal_values h.traceless hz
  obtain ⟨hl, hu⟩ := anisotropy_bounds h.traceless h.xx_le_yy h.yy_le_zz
  have hz2 : 0 < Vzz ^ 2 := by positivity
  -- extend the fraction by Vzz, so that its denominator is positive
  have e : asymmetry Vxx Vyy Vzz = (Vxx - Vyy) * Vzz / Vzz ^ 2 := by
    unfold asymmetry
    field_simp
  refine ⟨⟨?_, ?_⟩, hx, hy, ?_, ?_⟩
  · rw [e]
    exact div_nonneg hl hz2.le
  · rw [e]
    exact (div_le_one hz2).mpr hu
  · intro h1
    rw [h1] at hx
    linarith
  · intro h1
    have h2 : (1 - asymmetry Vxx Vyy Vzz) * Vzz = 0 := by linarith
    have h3 := (mul_eq_zero.mp h2).resolve_right hz
    linarith
```

## (d) Every value in the range occurs

Take any η with 0 ≤ η ≤ 1 and any Vzz ≠ 0, and define Vxx and Vyy by the formulas of (a). Show that the three numbers satisfy `IsPrincipal` and that

(Vxx − Vyy)/Vzz = η.

The sum is −Vzz + Vzz = 0. For the ordering, compare squares:

Vyy² − Vxx² = ηVzz² ≥ 0,

Vzz² − Vyy² = (1 − η)(3 + η)Vzz²/4 ≥ 0.

Finally Vxx − Vyy = ηVzz, and division by Vzz returns η. The interval in (c) therefore cannot be narrowed for field gradients in general.

The passage between magnitudes and squares is made by the Mathlib lemma `sq_le_sq`, which states that a² ≤ b² holds exactly when |a| ≤ |b|. Part (b) uses it from right to left (`.mpr`) to turn the ordering into polynomial inequalities. Here it is used from left to right (`.mp`) to turn polynomial inequalities back into the ordering. The squares contain no absolute values, and `nlinarith` can treat them as ordinary polynomials. The hints given to it are the products ηVzz² ≥ 0 and (1 − η)(3 + η)Vzz² ≥ 0 from the two lines above.

```lean
/-- Conversely, every `η` between 0 and 1 and every nonzero `Vzz` give principal values
with the standard ordering and with asymmetry parameter `η`. -/
theorem principal_of_asymmetry {η Vzz : ℝ} (h0 : 0 ≤ η) (h1 : η ≤ 1) (hz : Vzz ≠ 0) :
    IsPrincipal (-(1 - η) * Vzz / 2) (-(1 + η) * Vzz / 2) Vzz ∧
      asymmetry (-(1 - η) * Vzz / 2) (-(1 + η) * Vzz / 2) Vzz = η := by
  refine ⟨⟨by ring, sq_le_sq.mp ?_, sq_le_sq.mp ?_, hz⟩, ?_⟩
  · nlinarith [mul_nonneg h0 (sq_nonneg Vzz)]
  · have hp : 0 ≤ (1 - η) * (3 + η) :=
      mul_nonneg (by linarith) (by linarith)
    nlinarith [mul_nonneg hp (sq_nonneg Vzz)]
  · rw [asymmetry, div_eq_iff hz]
    ring
```

## (e) The axially symmetric case

For Vzz ≠ 0, and with no other condition, show that

η = 0 if and only if Vxx = Vyy.

A fraction with nonzero denominator vanishes exactly when its numerator does, and the numerator is Vxx − Vyy. With zero trace, both values are then −Vzz/2, and the tensor is unchanged by any rotation about z. For a nonzero field gradient with the standard ordering, a rotation axis of threefold or higher order through the nucleus enforces this case.

Lean clears the denominator with `div_eq_iff` and reads the vanishing difference as an equality.

```lean
/-- For `Vzz ≠ 0`, the asymmetry parameter vanishes exactly when `Vxx = Vyy`. -/
theorem asymmetry_eq_zero_iff {Vxx Vyy Vzz : ℝ} (hz : Vzz ≠ 0) :
    asymmetry Vxx Vyy Vzz = 0 ↔ Vxx = Vyy := by
  rw [asymmetry, div_eq_iff hz, zero_mul, sub_eq_zero]
```

## (f) Invariants in any laboratory frame

Let RᵀR = 1, which admits rotations and reflections, and let V = R D Rᵀ be traceless with Vzz ≠ 0. Show that

tr(V²) = Vzz²(3 + η²)/2,

det V = Vzz³(1 − η²)/4.

The inner factor RᵀR in V² is the identity, so V² = R D² Rᵀ. Moving R cyclically under the trace removes the outer factors as well:

tr(V²) = Vxx² + Vyy² + Vzz².

Inserting (a) gives

tr(V²) = Vzz²[(1 − η)² + (1 + η)² + 4]/4 = Vzz²(3 + η²)/2.

For the determinant, det Rᵀ · det R = 1, and so

det V = Vxx Vyy Vzz = Vzz³(1 − η)(1 + η)/4 = Vzz³(1 − η²)/4.

Both left-hand sides can be computed from the laboratory components without finding the principal axes, which gives a check on reported values of Vzz and η. The ordering is not used.

In Lean, `hsq` is the cancellation inside V², and `ht` and `hdet` reduce the invariants to principal values. Since η is itself defined through Vxx and Vyy, `generalize` replaces it by a free letter before the formulas of (a) are substituted. `ring` then does the algebra.

```lean
/-- In every laboratory frame reached by an orthogonal `R`, the trace of the square and
the determinant of a traceless field gradient with `Vzz ≠ 0` are given by `Vzz` and `η`. -/
theorem lab_invariants {R : Matrix (Fin 3) (Fin 3) ℝ} (hR : Rᵀ * R = 1)
    {Vxx Vyy Vzz : ℝ} (h0 : Vxx + Vyy + Vzz = 0) (hz : Vzz ≠ 0) :
    (labTensor R Vxx Vyy Vzz * labTensor R Vxx Vyy Vzz).trace
        = Vzz ^ 2 * (3 + asymmetry Vxx Vyy Vzz ^ 2) / 2 ∧
      (labTensor R Vxx Vyy Vzz).det
        = Vzz ^ 3 * (1 - asymmetry Vxx Vyy Vzz ^ 2) / 4 := by
  have hsq : ∀ D : Matrix (Fin 3) (Fin 3) ℝ,
      (R * D * Rᵀ) * (R * D * Rᵀ) = R * (D * D) * Rᵀ := by
    intro D
    calc (R * D * Rᵀ) * (R * D * Rᵀ) = R * D * (Rᵀ * R) * (D * Rᵀ) := by
          simp only [Matrix.mul_assoc]
      _ = R * (D * D) * Rᵀ := by
          rw [hR, Matrix.mul_one]
          simp only [Matrix.mul_assoc]
  -- both invariants reduce to the principal values
  have ht : (labTensor R Vxx Vyy Vzz * labTensor R Vxx Vyy Vzz).trace
      = Vxx * Vxx + Vyy * Vyy + Vzz * Vzz := by
    rw [labTensor, hsq, Matrix.trace_mul_comm, ← Matrix.mul_assoc, hR, Matrix.one_mul,
      Matrix.diagonal_mul_diagonal, Matrix.trace_diagonal, Fin.sum_univ_three]
    rfl
  have hd : Rᵀ.det * R.det = 1 := by rw [← Matrix.det_mul, hR, Matrix.det_one]
  have hdet : (labTensor R Vxx Vyy Vzz).det = Vxx * Vyy * Vzz := by
    rw [labTensor, Matrix.det_mul, Matrix.det_mul, Matrix.det_diagonal,
      Fin.prod_univ_three]
    change R.det * (Vxx * Vyy * Vzz) * Rᵀ.det = Vxx * Vyy * Vzz
    linear_combination (Vxx * Vyy * Vzz) * hd
  rw [ht, hdet]
  clear ht hdet
  obtain ⟨hx, hy⟩ := principal_values h0 hz
  generalize asymmetry Vxx Vyy Vzz = η at hx hy ⊢
  subst hx hy
  constructor <;> ring
```

## (g) The Hamiltonian in terms of Vzz and η

Write I² = Ix² + Iy² + Iz². For zero trace and Vzz ≠ 0, show that the quadrupole Hamiltonian H equals

H = (cVzz/2)[3Iz² − I² + η(Ix² − Iy²)].

Insert (a) and take out the common factor:

H = (cVzz/2)[−(1 − η)Ix² − (1 + η)Iy² + 2Iz²].

Collect the terms with η:

H = (cVzz/2)[2Iz² − Ix² − Iy² + η(Ix² − Iy²)].

Since 2Iz² − Ix² − Iy² = 3Iz² − I², this is the required form. With the physical value of c, the factor in front is eQVzz/(4I(2I − 1)), where I is again the spin quantum number.

The three squares are only added and multiplied by real numbers, so the identity holds for any matrices. For the spectrum of a nucleus they must be its spin matrices. In Lean the substitution runs as in (f), and the tactic `module` compares the real coefficients of the three squares.

```lean
/-- For a traceless field gradient with `Vzz ≠ 0`, the quadrupole Hamiltonian is
`(c Vzz / 2) [3 Iz² - I² + η (Ix² - Iy²)]`, where `I² = Ix² + Iy² + Iz²`. -/
theorem quadrupoleHamiltonian_eq {n : Type*} [Fintype n] [DecidableEq n]
    (c : ℝ) {Vxx Vyy Vzz : ℝ} (h0 : Vxx + Vyy + Vzz = 0) (hz : Vzz ≠ 0)
    (Ix Iy Iz : Matrix n n ℂ) :
    quadrupoleHamiltonian c Vxx Vyy Vzz Ix Iy Iz =
      (c * Vzz / 2) • ((3 : ℝ) • Iz ^ 2 - (Ix ^ 2 + Iy ^ 2 + Iz ^ 2)
        + asymmetry Vxx Vyy Vzz • (Ix ^ 2 - Iy ^ 2)) := by
  obtain ⟨hx, hy⟩ := principal_values h0 hz
  unfold quadrupoleHamiltonian
  generalize asymmetry Vxx Vyy Vzz = η at hx hy ⊢
  subst hx hy
  module

end

end FieldGradientAsymmetry
```

```lean
#print axioms FieldGradientAsymmetry.principal_values
-- 'FieldGradientAsymmetry.principal_values' depends on axioms: [propext, Classical.choice, Quot.sound]
#print axioms FieldGradientAsymmetry.asymmetry_main
-- 'FieldGradientAsymmetry.asymmetry_main' depends on axioms: [propext, Classical.choice, Quot.sound]
#print axioms FieldGradientAsymmetry.lab_invariants
-- 'FieldGradientAsymmetry.lab_invariants' depends on axioms: [propext, Classical.choice, Quot.sound]
#print axioms FieldGradientAsymmetry.quadrupoleHamiltonian_eq
-- 'FieldGradientAsymmetry.quadrupoleHamiltonian_eq' depends on axioms: [propext, Classical.choice, Quot.sound]
```

## The same bound for zero-field splitting

The argument of (a) to (c) uses nothing specific to nuclei. Take a traceless zero-field splitting tensor of an electron spin, with principal values ordered in the same way and Dzz ≠ 0. The customary parameters are

D = 3Dzz/2, E = (Dxx − Dyy)/2.

Their ratio is E/D = (Dxx − Dyy)/(3Dzz), which is one third of the asymmetry parameter of that tensor. Hence 0 ≤ E/D ≤ 1/3, and the upper limit is reached exactly when Dxx = 0.
